# Two Pauli strings commute exactly when the symplectic form of their labels is zero

A Pauli string on n qubits is labelled here by two bit vectors, x for the bit flips and z for the phase flips, and acts, up to a phase, as a linear operator on complex wavefunctions over bit strings, which need not be normalised. The theorem `pauli_commute_iff` says that the strings labelled (x, z) and (x', z') commute if and only if x·z' + z·x' = 0 modulo 2. The proof starts from `pauli_mul_comm`, by which exchanging the two strings costs a sign fixed by this form. If the form is not zero the sign is -1, and applying the products to a constant wavefunction shows that they cannot be equal. If the form is zero the sign is 1, and the two products should agree at once.

An attempt in Lean 4 with a fault in it:

```lean
import Mathlib

open Module Matrix

namespace PauliCommuteIff

noncomputable section

/-- Label (x, z) of a Pauli string on n qubits: x marks the bit flips, z the phase flips. -/
abbrev Label (n : ℕ) := (Fin n → ZMod 2) × (Fin n → ZMod 2)

/-- The symplectic form x·z' + z·x' on Pauli labels. -/
def pauliForm (n : ℕ) : LinearMap.BilinForm (ZMod 2) (Label n) :=
  LinearMap.mk₂ (ZMod 2) (fun u v => u.1 ⬝ᵥ v.2 + u.2 ⬝ᵥ v.1)
    (by intro a b c; simp only [Prod.fst_add, Prod.snd_add, add_dotProduct]; ring)
    (by intro c a b; simp [smul_dotProduct, mul_add])
    (by intro a b c; simp only [Prod.fst_add, Prod.snd_add, dotProduct_add]; ring)
    (by intro c a b; simp [dotProduct_smul, mul_add])

/-- The sign (-1)^a of a bit a. -/
def sign (a : ZMod 2) : ℂ := ((if a = 0 then 1 else -1 : ℤ) : ℂ)

/-- The Pauli string with label (x, z), up to a phase: it sends the wavefunction ψ(b) on bit
strings b to (-1)^(z·b) ψ(b + x). -/
def pauli {n : ℕ} (u : Label n) : Module.End ℂ ((Fin n → ZMod 2) → ℂ) where
  toFun ψ b := sign (u.2 ⬝ᵥ b) * ψ (b + u.1)
  map_add' ψ φ := by funext b; simp [mul_add]
  map_smul' c ψ := by funext b; simp [mul_left_comm]

/-- The sign of a sum of bits is the product of the signs. -/
theorem sign_add (a b : ZMod 2) : sign (a + b) = sign a * sign b := by
  have h : ∀ a b : ZMod 2, (if a + b = 0 then 1 else -1 : ℤ) =
      (if a = 0 then 1 else -1) * (if b = 0 then 1 else -1) := by decide
  unfold sign
  rw [h a b, Int.cast_mul]

/-- Exchanging two Pauli strings costs the sign given by the symplectic form of their labels. -/
theorem pauli_mul_comm {n : ℕ} (u v : Label n) :
    pauli u * pauli v = sign (pauliForm n u v) • (pauli v * pauli u) := by
  refine LinearMap.ext fun ψ => funext fun b => ?_
  change sign (u.2 ⬝ᵥ b) * (sign (v.2 ⬝ᵥ (b + u.1)) * ψ (b + u.1 + v.1)) =
    sign (u.1 ⬝ᵥ v.2 + u.2 ⬝ᵥ v.1) *
      (sign (v.2 ⬝ᵥ b) * (sign (u.2 ⬝ᵥ (b + v.1)) * ψ (b + v.1 + u.1)))
  have hs : sign (u.2 ⬝ᵥ v.1) * sign (u.2 ⬝ᵥ v.1) = 1 := by
    rw [← sign_add, CharTwo.add_self_eq_zero]
    simp [sign]
  rw [add_right_comm b v.1 u.1, dotProduct_comm u.1 v.2]
  simp only [dotProduct_add, sign_add]
  linear_combination (-(sign (u.2 ⬝ᵥ b) * sign (v.2 ⬝ᵥ b) * sign (v.2 ⬝ᵥ u.1) *
    ψ (b + u.1 + v.1))) * hs

/-- Two Pauli strings commute exactly when the symplectic form of their labels vanishes. -/
theorem pauli_commute_iff {n : ℕ} (u v : Label n) :
    Commute (pauli u) (pauli v) ↔ pauliForm n u v = 0 := by
  have hne : ∀ a, sign a ≠ 0 := by
    intro a
    unfold sign
    split_ifs <;> norm_num
  constructor
  · intro h
    by_contra h0
    have hc := pauli_mul_comm u v
    rw [h.eq] at hc
    -- evaluate on the constant wavefunction, where the product does not vanish
    have he := congrFun (LinearMap.congr_fun hc (fun _ => 1)) 0
    change sign (v.2 ⬝ᵥ 0) * (sign (u.2 ⬝ᵥ (0 + v.1)) * 1) =
      sign (pauliForm n u v) * (sign (v.2 ⬝ᵥ 0) * (sign (u.2 ⬝ᵥ (0 + v.1)) * 1)) at he
    have hm : sign (pauliForm n u v) = -1 := by simp [sign, h0]
    rw [hm] at he
    have hz : sign (v.2 ⬝ᵥ 0) * sign (u.2 ⬝ᵥ (0 + v.1)) = 0 := by
      linear_combination he / 2
    exact mul_ne_zero (hne _) (hne _) hz
  · intro h
    have hc := pauli_mul_comm u v
    rw [h] at hc
    simpa [sign] using hc

end

end PauliCommuteIff
```

The error:

```
Main.lean:76:4: error: Type mismatch: After simplification, term
  hc
 has type
  pauli u * pauli v = pauli v * pauli u
but is expected to have type
  Commute (pauli u) (pauli v)
```

After these edits no error is left:

```diff
@@ -57,8 +57,8 @@
     unfold sign
     split_ifs <;> norm_num
+  have hc := pauli_mul_comm u v
   constructor
   · intro h
     by_contra h0
-    have hc := pauli_mul_comm u v
     rw [h.eq] at hc
     -- evaluate on the constant wavefunction, where the product does not vanish
@@ -72,6 +72,6 @@
     exact mul_ne_zero (hne _) (hne _) hz
   · intro h
-    have hc := pauli_mul_comm u v
     rw [h] at hc
+    change pauli u * pauli v = pauli v * pauli u
     simpa [sign] using hc
 
```

Cause. The error is in the last step, where the form is zero. There `simpa` simplifies `hc` to `pauli u * pauli v = pauli v * pauli u`, which is the mathematical content of the goal, but the goal still reads `Commute (pauli u) (pauli v)`. `Commute` is defined to mean this equation, but simplification did not unfold it in the goal, and the closing comparison in `simpa` does not unfold such a definition by itself. Hence the type mismatch, though nothing is missing from the argument.

The added `change` restates the goal as the equation. Lean accepts this because the two are equal by definition, and `simpa` then finds `hc` and the goal in the same form.

The other change, stating `hc` once before `constructor` instead of once in each direction, is mere tidying.
